# Reality condition for a finite pole sum: distinct poles with nonzero coefficients pair up under $p \mapsto -\overline{p}$

A real field acting on a medium induces a real polarisation, which in frequency space requires the linear susceptibility $\chi(z)$ at complex frequency $z$ to satisfy $\chi(-\overline{z}) = \overline{\chi(z)}$, the bar denoting complex conjugation. For a model of $\chi$ as a finite sum of simple poles, the question is what this demands of the pole positions and their coefficients.

```lean
import Mathlib

open Filter Topology ComplexConjugate

namespace PoleModelReality

noncomputable section

variable {ι κ : Type*} [Fintype ι] [Fintype κ]

/-- Response function of a finite pole model, `χ(z) = ∑ r_j / (p_j - z)`. -/
def chi (p r : ι → ℂ) (z : ℂ) : ℂ := ∑ j, r j / (p j - z)

/-- Reflection of the complex frequency in the imaginary axis, `z ↦ -conj z`. -/
def mirror (z : ℂ) : ℂ := -conj z

/-- Total coefficient at the position `q`: the sum of all `r_j` with `p_j = q`. -/
def weight (p r : ι → ℂ) (q : ℂ) : ℂ := ∑ j, if p j = q then r j else 0

/-- Reality condition: `χ(-conj z) = conj χ(z)` whenever neither `z` nor `-conj z` is a pole. -/
def RealResponse (p r : ι → ℂ) : Prop :=
  ∀ z, (∀ j, z ≠ p j) → (∀ j, mirror z ≠ p j) → chi p r (mirror z) = conj (chi p r z)

/-- Poles `ω - iγ` and `-ω - iγ` of an oscillator, damped when `γ > 0`. -/
def oscPoles (ω γ : ℝ) : Fin 2 → ℂ := ![ω - γ * Complex.I, -ω - γ * Complex.I]

/-- Coefficients `r_0 = a` and `r_1 = -a` of the oscillator; the residues of `χ` are their
negatives. -/
def oscResidues (a : ℝ) : Fin 2 → ℂ := ![a, -a]

/-- The function `conj χ(-conj z)` is the pole sum with poles `-conj p_j` and
coefficients `-conj r_j`. -/
theorem conj_chi_mirror (p r : ι → ℂ) (z : ℂ) :
    conj (chi p r (mirror z)) = chi (fun j => mirror (p j)) (fun j => mirror (r j)) z := by
  simp only [chi, mirror, map_sum, map_div₀, map_sub, map_neg, Complex.conj_conj]
  refine Finset.sum_congr rfl fun j _ => ?_
  rw [show -conj (p j) - z = -(conj (p j) - -z) by ring, neg_div_neg_eq]

/-- As `z` approaches `q`, the product `(q - z) χ(z)` tends to the total coefficient at `q`. -/
theorem tendsto_weight (p r : ι → ℂ) (q : ℂ) :
    Tendsto (fun z => (q - z) * chi p r z) (𝓝[≠] q) (𝓝 (weight p r q)) := by
  have hsum : (fun z => (q - z) * chi p r z) = fun z => ∑ j, (q - z) * (r j / (p j - z)) := by
    funext z
    simp only [chi, Finset.mul_sum]
  rw [hsum]
  unfold weight
  refine tendsto_finsetSum _ fun j _ => ?_
  split_ifs with h
  · -- a pole sitting at q: the factor cancels the denominator
    refine tendsto_const_nhds.congr' ?_
    filter_upwards [self_mem_nhdsWithin] with z hz
    have hqz : q - z ≠ 0 := sub_ne_zero.mpr (Ne.symm hz)
    rw [h]
    field_simp
  · -- a pole elsewhere: the term is continuous and vanishes at q
    have h' : p j - q ≠ 0 := sub_ne_zero.mpr h
    have hc : ContinuousAt (fun z => (q - z) * (r j / (p j - z))) q := by
      fun_prop (disch := assumption)
    have h0 : (0 : ℂ) = (q - q) * (r j / (p j - q)) := by simp
    rw [h0]
    exact hc.tendsto.mono_left nhdsWithin_le_nhds

/-- The pole sum regrouped by position: over any finite set `T` containing all poles,
`χ(z) = ∑_{q ∈ T} weight(q) / (q - z)`. -/
theorem chi_eq_sum_weight (p r : ι → ℂ) (T : Finset ℂ) (hT : ∀ j, p j ∈ T) (z : ℂ) :
    chi p r z = ∑ q ∈ T, weight p r q / (q - z) := by
  simp only [chi, weight, Finset.sum_div]
  rw [Finset.sum_comm]
  refine Finset.sum_congr rfl fun j _ => ?_
  rw [Finset.sum_eq_single (p j)]
  · simp
  · intro b _ hb
    simp [hb.symm]
  · intro h
    exact absurd (hT j) h

/-- Two pole models have the same response away from their poles iff their total
coefficients agree at every position. -/
theorem chi_eq_iff_weight_eq (p r : ι → ℂ) (p' r' : κ → ℂ) :
    (∀ z, (∀ j, z ≠ p j) → (∀ k, z ≠ p' k) → chi p r z = chi p' r' z) ↔
      ∀ q, weight p r q = weight p' r' q := by
  constructor
  · intro h q
    -- a small punctured neighbourhood of q avoids every given point
    have key : ∀ a : ℂ, ∀ᶠ z in 𝓝[≠] q, z ≠ a := by
      intro a
      by_cases ha : q = a
      · subst ha
        exact self_mem_nhdsWithin
      · exact (eventually_ne_nhds ha).filter_mono nhdsWithin_le_nhds
    have h1 : ∀ᶠ z in 𝓝[≠] q, ∀ j, z ≠ p j := Filter.eventually_all.mpr fun j => key (p j)
    have h2 : ∀ᶠ z in 𝓝[≠] q, ∀ k, z ≠ p' k := Filter.eventually_all.mpr fun k => key (p' k)
    refine tendsto_nhds_unique ((tendsto_weight p r q).congr' ?_) (tendsto_weight p' r' q)
    filter_upwards [h1, h2] with z hz1 hz2
    rw [h z hz1 hz2]
  · intro h z _ _
    rw [chi_eq_sum_weight p r (Finset.univ.image p ∪ Finset.univ.image p') (by simp),
      chi_eq_sum_weight p' r' (Finset.univ.image p ∪ Finset.univ.image p') (by simp)]
    exact Finset.sum_congr rfl fun q _ => by rw [h q]

/-- For arbitrary poles and coefficients, the reality condition holds iff the total
coefficient at `-conj q` is `-conj` of the total coefficient at `q`, for every `q`. -/
theorem realResponse_iff_weight (p r : ι → ℂ) :
    RealResponse p r ↔ ∀ q, weight p r (mirror q) = mirror (weight p r q) := by
  have hmm : ∀ z, mirror (mirror z) = z := fun z => by simp [mirror]
  -- weights of the reflected model
  have hw : ∀ q, weight (fun j => mirror (p j)) (fun j => mirror (r j)) q
      = mirror (weight p r (mirror q)) := by
    intro q
    simp only [weight, mirror, map_sum, ← Finset.sum_neg_distrib]
    refine Finset.sum_congr rfl fun j _ => ?_
    by_cases h : p j = -conj q
    · simp [h]
    · have h' : ¬ (-conj (p j) = q) := fun e => h (by rw [← e]; simp)
      simp [h, h']
  -- reality says that the model and its reflection have the same response
  have hiff : RealResponse p r ↔ ∀ z, (∀ j, z ≠ p j) → (∀ j, z ≠ mirror (p j)) →
      chi p r z = chi (fun j => mirror (p j)) (fun j => mirror (r j)) z := by
    constructor
    · intro h z h1 h2
      rw [← conj_chi_mirror, h z h1 (fun j e => h2 j (by rw [← e, hmm])), Complex.conj_conj]
    · intro h z h1 h2
      rw [h z h1 (fun j e => h2 j (by rw [e, hmm])), ← conj_chi_mirror, Complex.conj_conj]
  rw [hiff, chi_eq_iff_weight_eq p r (fun j => mirror (p j)) (fun j => mirror (r j))]
  constructor
  · intro h q
    have h1 := congrArg mirror (h q)
    rw [hw, hmm] at h1
    exact h1.symm
  · intro h q
    rw [hw, h q, hmm]

/-- For distinct poles the total coefficient at `p_j` is `r_j`. -/
theorem weight_pole {p : ι → ℂ} (hp : Function.Injective p) (r : ι → ℂ) (j : ι) :
    weight p r (p j) = r j := by
  unfold weight
  rw [Finset.sum_eq_single j]
  · simp
  · intro k _ hk
    exact if_neg fun e => hk (hp e)
  · intro h
    exact absurd (Finset.mem_univ j) h

/-- For distinct poles and nonzero coefficients, the reality condition holds iff every pole
`p_j` has a partner pole at `-conj p_j` whose coefficient is `-conj r_j`. -/
theorem realResponse_iff_paired {p r : ι → ℂ} (hp : Function.Injective p) (hr : ∀ j, r j ≠ 0) :
    RealResponse p r ↔ ∀ j, ∃ k, p k = -conj (p j) ∧ r k = -conj (r j) := by
  rw [realResponse_iff_weight]
  have hz : ∀ q, (∀ k, p k ≠ q) → weight p r q = 0 :=
    fun q h => Finset.sum_eq_zero fun k _ => if_neg (h k)
  constructor
  · intro h j
    have hj := h (p j)
    rw [weight_pole hp] at hj
    -- a nonzero weight at the mirror point forces a pole there
    obtain ⟨k, hk⟩ : ∃ k, p k = mirror (p j) := by
      by_contra hne
      rw [hz _ fun k e => hne ⟨k, e⟩] at hj
      exact hr j (by simpa [mirror] using hj)
    refine ⟨k, hk, ?_⟩
    rw [← hk, weight_pole hp] at hj
    exact hj
  · intro h q
    by_cases hq : ∃ j, p j = q
    · obtain ⟨j, rfl⟩ := hq
      obtain ⟨k, hk, hk'⟩ := h j
      unfold mirror
      rw [← hk, weight_pole hp, weight_pole hp, hk']
    · have h1 : ∀ k, p k ≠ mirror q := by
        intro j e
        obtain ⟨k, hk, _⟩ := h j
        exact hq ⟨k, by rw [hk, e]; simp [mirror]⟩
      rw [hz _ h1, hz q fun k e => hq ⟨k, e⟩]
      simp [mirror]

/-- Under the reality condition with distinct poles, a pole on the imaginary axis has a
coefficient with zero real part. -/
theorem re_residue_eq_zero {p r : ι → ℂ} (hp : Function.Injective p) (h : RealResponse p r)
    (j : ι) (hj : (p j).re = 0) : (r j).re = 0 := by
  have hm : mirror (p j) = p j := by simp [mirror, Complex.ext_iff, hj]
  have h1 := (realResponse_iff_weight p r).mp h (p j)
  rw [hm, weight_pole hp] at h1
  have h2 := congrArg Complex.re h1
  simp only [mirror, Complex.neg_re, Complex.conj_re] at h2
  linarith

/-- Under the reality condition the response is real at every imaginary frequency `iy`
that is not a pole. -/
theorem im_chi_imaginary_axis {p r : ι → ℂ} (h : RealResponse p r) (y : ℝ)
    (hy : ∀ j, (y : ℂ) * Complex.I ≠ p j) : (chi p r (y * Complex.I)).im = 0 := by
  have hm : mirror ((y : ℂ) * Complex.I) = y * Complex.I := by simp [mirror]
  have h1 := h _ hy (by rw [hm]; exact hy)
  rw [hm] at h1
  exact Complex.conj_eq_iff_im.mp h1.symm

/-- For `ω ≠ 0`, `a ≠ 0` and any real `γ` the oscillator has distinct poles, nonzero coefficients
and obeys the reality condition, while the pole `ω - iγ` alone does not. -/
theorem oscillator_witness (ω γ a : ℝ) (hω : ω ≠ 0) (ha : a ≠ 0) :
    Function.Injective (oscPoles ω γ) ∧ (∀ j, oscResidues a j ≠ 0) ∧
      RealResponse (oscPoles ω γ) (oscResidues a) ∧
      ¬ RealResponse (fun _ : Unit => (ω : ℂ) - γ * Complex.I) (fun _ => (a : ℂ)) := by
  have hne : (ω : ℂ) - γ * Complex.I ≠ -ω - γ * Complex.I := fun e => hω (by
    have := congrArg Complex.re e
    simp at this
    linarith)
  have hp : Function.Injective (oscPoles ω γ) := by
    intro i j h
    fin_cases i <;> fin_cases j
    · rfl
    · exact absurd h hne
    · exact absurd h.symm hne
    · rfl
  have hr : ∀ j, oscResidues a j ≠ 0 := by
    rw [Fin.forall_fin_two]
    simp [oscResidues, ha]
  refine ⟨hp, hr, ?_, ?_⟩
  · rw [realResponse_iff_paired hp hr, Fin.forall_fin_two]
    exact ⟨⟨1, by simp [oscPoles, Complex.ext_iff], by simp [oscResidues]⟩,
      ⟨0, by simp [oscPoles, Complex.ext_iff], by simp [oscResidues]⟩⟩
  · rw [realResponse_iff_paired (Function.injective_of_subsingleton _)
      (fun _ => Complex.ofReal_ne_zero.mpr ha)]
    intro h
    obtain ⟨_, hk, _⟩ := h ()
    have := congrArg Complex.re hk
    simp at this
    exact hω (by linarith)

end

end PoleModelReality
```

```lean
#print axioms PoleModelReality.realResponse_iff_paired
#print axioms PoleModelReality.re_residue_eq_zero
#print axioms PoleModelReality.im_chi_imaginary_axis
```

```
'PoleModelReality.realResponse_iff_paired' depends on axioms: [propext, Classical.choice, Quot.sound]
'PoleModelReality.re_residue_eq_zero' depends on axioms: [propext, Classical.choice, Quot.sound]
'PoleModelReality.im_chi_imaginary_axis' depends on axioms: [propext, Classical.choice, Quot.sound]
```

## The model and the condition

A finite index type `ι` labels poles $p_j$ and coefficients $r_j$, both complex, and `chi p r z` is
$$\chi(z) = \sum_j \frac{r_j}{p_j - z}$$
at complex frequency $z$. With this sign, the residue at a pole shared with no other term is $-r_j$. The map `mirror` is $z \mapsto -\overline{z}$, reflection in the imaginary axis, and `weight p r q` is the total coefficient $W(q) = \sum_{j:\,p_j = q} r_j$ at a complex position $q$.

If $\chi(z) = \int_0^\infty g(t)\,e^{izt}\,dt$ with a real kernel $g$ in time $t$, conjugation gives $\overline{\chi(z)} = \int_0^\infty g(t)\,e^{i(-\overline{z})t}\,dt = \chi(-\overline{z})$ where the integral converges. That argument only motivates the definition and, like the closed forms and examples below that carry no theorem name, is not part of the file. `RealResponse p r` postulates the identity at every $z$ such that neither $z$ nor $-\overline{z}$ is a pole. These points are excluded so that the condition refers only to genuine values of $\chi$ and not to the value zero that Lean assigns to division by zero. The exclusion does not change which models qualify, since `conj_chi_mirror` and `chi_eq_sum_weight` hold at every $z$ and carry the identity over to the excluded points.

The main theorem `realResponse_iff_paired` assumes distinct poles (`Function.Injective p`) and $r_j \neq 0$. It says that the condition holds exactly when every $j$ has a partner $k$ with $p_k = -\overline{p_j}$ and $r_k = -\overline{r_j}$, where $k = j$ is allowed. Without either assumption, `realResponse_iff_weight` gives the criterion $W(-\overline{q}) = -\overline{W(q)}$ for all $q$. The response is a scalar, with no constant term, higher-order pole or continuum. The poles may lie anywhere, so causality is neither assumed nor concluded.

## Reflection and uniqueness of partial fractions

Conjugating term by term gives
$$\overline{\chi(-\overline{z})} = \sum_j \frac{\overline{r_j}}{\overline{p_j} + z} = \sum_j \frac{-\overline{r_j}}{-\overline{p_j} - z},$$
a pole sum $\tilde\chi(z)$ with reflected poles and coefficients. This is `conj_chi_mirror`, where `neg_div_neg_eq` performs the double sign change. Reality therefore means $\chi = \tilde\chi$ away from the poles of both.

The weights can be read off from the function. In $(q - z)\chi(z)$ a term with $p_j = q$ equals $r_j$ for $z \neq q$, and a term with $p_j \neq q$ is continuous at $q$ and vanishes there, so
$$\lim_{z \to q,\; z \neq q} (q - z)\,\chi(z) = W(q).$$
In `tendsto_weight` the filter `𝓝[≠] q` expresses this punctured limit, and `split_ifs` separates the two kinds of term. Conversely, the weights determine the function: grouping terms by position gives $\chi(z) = \sum_{q \in T} W(q)/(q - z)$ for any finite set $T$ containing all poles, which `chi_eq_sum_weight` proves by exchanging the two sums.

Together these give `chi_eq_iff_weight_eq`: two models agree off their poles exactly when their weights agree everywhere. Forward, a small punctured neighbourhood of $q$ avoids the finitely many poles, so the two products coincide there and `tendsto_nhds_unique` equates their limits. Backward, both sums are regrouped over the union of the pole sets.

## From weights to pairs

The reflected model has weight
$$\tilde W(q) = \sum_{j:\,-\overline{p_j} = q} (-\overline{r_j}) = -\overline{W(-\overline{q})},$$
the step `hw`. Reality, rewritten by `hiff` as $\chi = \tilde\chi$, becomes $W(q) = -\overline{W(-\overline{q})}$. Applying the reflection, which is its own inverse (`hmm`), to both sides gives $W(-\overline{q}) = -\overline{W(q)}$.

For distinct poles $W(p_j) = r_j$ (`weight_pole`), and $W$ vanishes away from the poles (`hz`). Reality then gives $W(-\overline{p_j}) = -\overline{r_j} \neq 0$, so some $p_k$ sits at $-\overline{p_j}$, and $r_k = W(p_k) = -\overline{r_j}$. Only this direction uses $r_j \neq 0$, which excludes a listed pole that contributes nothing to $\chi$. Conversely, assume the pairing. At $q = p_j$ the criterion reads $r_k = -\overline{r_j}$. If $q$ is not a pole, neither is $-\overline{q}$, since its partner would sit at $q$, and both sides are zero.

## The imaginary axis and the damped oscillator

Points with zero real part are fixed by the reflection. Under the reality condition with distinct poles, a pole there has $r_j = -\overline{r_j}$, hence $\operatorname{Re} r_j = 0$ (`re_residue_eq_zero`, which allows $r_j = 0$). For any model obeying the condition and real $y$ with $iy$ not a pole, $\chi(iy) = \overline{\chi(iy)}$ is real (`im_chi_imaginary_axis`).

The theorem `oscillator_witness` takes a real frequency $\omega \neq 0$, a real strength $a \neq 0$ and any real $\gamma$, a damping rate when positive, with $p_0 = \omega - i\gamma$, $p_1 = -\omega - i\gamma$, $r_0 = a$, $r_1 = -a$. The poles are distinct, the coefficients nonzero, and indices $0$ and $1$ are each other's partners, so the condition holds. Adding the two fractions gives $\chi(z) = 2a\omega/\big(\omega^2 - (z + i\gamma)^2\big)$. The pole $p_0$ alone would have to be its own partner, which forces $\omega = -\omega$, so it fails the condition.

In a diagonal sum-over-states polarisability truncated to finitely many excited states, each excitation with a nonzero transition dipole along the chosen axis contributes such a pair of resonant and antiresonant poles, and degenerate excitations fall under the criterion for $W$. A scalar fit by finitely many distinct simple poles with nonzero coefficients and no constant term respects reality exactly when each pole $p_j$ off the imaginary axis is kept together with a pole at $-\overline{p_j}$ whose coefficient is $-\overline{r_j}$, and each pole on the axis has a purely imaginary coefficient.
